# The commutator series for a lattice Hamiltonian in a uniform vector potential

On a finite set of sites with real coordinates `x j`, a uniform real vector potential `a` multiplies each matrix element H_jk of the Hamiltonian by the phase exp(i a (x_j − x_k)). The theorem `hasSum_coupled` states that each element of this coupled Hamiltonian is the sum over m of (i a)^m / m! times the same element of the m-fold nested commutator of position with H. Here H is any complex matrix, not necessarily Hermitian, and the constants of charge and ħ do not appear. The attempt takes the power series of the exponential, multiplies it by H_jk, and matches it to the commutator series term by term, since each commutator with position gives one factor of x_j − x_k.

The first attempt, which Lean rejects:

```lean
import Mathlib

open Matrix

namespace NonlocalMinimalCoupling

noncomputable section

variable {n : Type*} [Fintype n] [DecidableEq n]

/-- The position operator of a lattice whose sites sit at the real coordinates `x j`. -/
def position (x : n → ℝ) : Matrix n n ℂ := Matrix.diagonal fun j => (x j : ℂ)

/-- The Hamiltonian in a uniform vector potential `a`: each matrix element carries the
phase `exp (i a (x j - x k))`. -/
def coupled (H : Matrix n n ℂ) (x : n → ℝ) (a : ℝ) : Matrix n n ℂ :=
  Matrix.of fun j k => H j k * Complex.exp (Complex.I * a * ((x j : ℂ) - x k))

/-- The `m`-fold nested commutator `[X, [X, ... [X, M]]]`. -/
def nestedComm (X : Matrix n n ℂ) : ℕ → Matrix n n ℂ → Matrix n n ℂ
  | 0, M => M
  | m + 1, M => X * nestedComm X m M - nestedComm X m M * X

/-- The `m`-fold commutator with position multiplies each matrix element by the `m`-th power
of the displacement between its two sites. -/
theorem nestedComm_position_apply (x : n → ℝ) (M : Matrix n n ℂ) (m : ℕ) (j k : n) :
    nestedComm (position x) m M j k = ((x j : ℂ) - x k) ^ m * M j k := by
  -- a single commutator gives one factor of the displacement
  have h : ∀ N : Matrix n n ℂ,
      (position x * N - N * position x) j k = ((x j : ℂ) - x k) * N j k := by
    intro N
    rw [Matrix.sub_apply, position, Matrix.diagonal_mul, Matrix.mul_diagonal]
    ring
  induction m with
  | zero => simp [nestedComm]
  | succ m ih =>
    rw [nestedComm, h, ih]
    ring

/-- Every matrix element of the coupled Hamiltonian is the sum over `m` of `(i a) ^ m / m!` times
that element of the `m`-fold nested commutator of position with the bare Hamiltonian. -/
theorem hasSum_coupled (H : Matrix n n ℂ) (x : n → ℝ) (a : ℝ) (j k : n) :
    HasSum (fun m : ℕ => (Complex.I * a) ^ m / (m.factorial : ℂ) *
      nestedComm (position x) m H j k) (coupled H x a j k) := by
  have h : HasSum (fun m : ℕ => (Complex.I * a * ((x j : ℂ) - x k)) ^ m / (m.factorial : ℂ))
      (Complex.exp (Complex.I * a * ((x j : ℂ) - x k))) := by
    rw [Complex.exp_eq_exp_ℂ]
    exact NormedSpace.expSeries_div_hasSum_exp _
  convert h.mul_left (H j k) using 1
  funext m
  rw [nestedComm_position_apply, mul_pow (Complex.I * (a : ℂ))]
  ring

end

end NonlocalMinimalCoupling
```

The error:

```
Main.lean:50:2: error: Tactic `apply` failed: could not unify the conclusion of `@funext`
  ?f = ?g
with the goal
  Complex.instAddCommMonoid =
    Complex.instNonUnitalCommRing.toNonUnitalNonAssocCommRing.toNonUnitalNonAssocSemiring.toAddCommMonoid

Note: The full type of `@funext` is
  ∀ {α : Sort ?u.73} {β : α → Sort ?u.72} {f g : (x : α) → β x}, (∀ (x : α), f x = g x) → f = g

case e'_3
n : Type u_1
inst✝¹ : Fintype n
inst✝ : DecidableEq n
H : Matrix n n ℂ
x : n → ℝ
a : ℝ
j k : n
h :
  HasSum (fun m => (Complex.I * ↑a * (↑(x j) - ↑(x k))) ^ m / ↑m.factorial)
    (Complex.exp (Complex.I * ↑a * (↑(x j) - ↑(x k))))
⊢ Complex.instAddCommMonoid =
    Complex.instNonUnitalCommRing.toNonUnitalNonAssocCommRing.toNonUnitalNonAssocSemiring.toAddCommMonoid
```

What went wrong. The error is about which goal `funext` met. The proof expected `convert h.mul_left (H j k) using 1` to leave an equation between the two series, as functions of `m`. But `HasSum` also depends on an additive structure on the complex numbers, and the goal that came first asks that two forms of it be equal: `Complex.instAddCommMonoid` and the one reached through `Complex.instNonUnitalCommRing`. That is not an equation between functions, so `funext` cannot apply.

The repair states the equation between the series explicitly, as `hterm`, and proves it with the same three lines as before, where `funext` now has the goal it needs. After `rw [hterm]`, the terms of the goal are those of `h.mul_left (H j k)`. The closing `exact` accepts that fact because the two additive structures agree by definition, as do `coupled H x a j k` and the product of `H j k` with the phase. The added comment has no effect on the proof.

After these edits no error is left:

```diff
@@ -47,8 +47,14 @@
     rw [Complex.exp_eq_exp_ℂ]
     exact NormedSpace.expSeries_div_hasSum_exp _
-  convert h.mul_left (H j k) using 1
-  funext m
-  rw [nestedComm_position_apply, mul_pow (Complex.I * (a : ℂ))]
-  ring
+  -- compare the two series term by term
+  have hterm : (fun m : ℕ => (Complex.I * a) ^ m / (m.factorial : ℂ) *
+      nestedComm (position x) m H j k) =
+      fun m : ℕ => H j k *
+        ((Complex.I * a * ((x j : ℂ) - x k)) ^ m / (m.factorial : ℂ)) := by
+    funext m
+    rw [nestedComm_position_apply, mul_pow (Complex.I * (a : ℂ))]
+    ring
+  rw [hterm]
+  exact h.mul_left (H j k)
 
 end
```
